# The density u² of a real orbital changes at the rate 2uu′

If the value of a single real orbital depends on a real parameter, its density, the square of that value, changes at twice the value times the value's own rate of change. In mathematical terms, `u` is a real function with derivative `u'` at `N` within a set `s`, and the lemma says that `u²` has derivative `2 * u N * u'` there, within the same set. Nothing else is assumed: there is no normalisation and no equation that the orbital must satisfy. The attempt takes the power rule for exponent 2 from Mathlib, matches it to the statement with `convert`, and leaves the remaining arithmetic to `norm_num`.

Lean 4 with Mathlib refuses this proof:

```lean
import Mathlib

open Finset

namespace FukuiRelaxation

noncomputable section

/-- The density `u²` of a single orbital changes at the rate `2 u u'`. -/
theorem orbital_density_deriv {u : ℝ → ℝ} {u' N : ℝ} {s : Set ℝ}
    (h : HasDerivWithinAt u u' s N) :
    HasDerivWithinAt (fun M => u M ^ 2) (2 * u N * u') s N := by
  convert h.fun_pow 2 using 1
  norm_num

end

end FukuiRelaxation
```

Messages:

```
Main.lean:12:62: error: unsolved goals
case e'_4
u : ℝ → ℝ
u' N : ℝ
s : Set ℝ
h : HasDerivWithinAt u u' s N
⊢ Real.instAddCommGroup = Real.normedCommRing.toCommRing.toAddCommGroup

case e'_5
u : ℝ → ℝ
u' N : ℝ
s : Set ℝ
h : HasDerivWithinAt u u' s N
e_4✝ : Real.instAddCommGroup = Real.normedCommRing.toCommRing.toAddCommGroup
⊢ Semiring.toModule = (NormedAlgebra.toNormedSpace ℝ).toModule

case e'_9
u : ℝ → ℝ
u' N : ℝ
s : Set ℝ
h : HasDerivWithinAt u u' s N
⊢ 2 * u N * u' = ↑2 * u N ^ (2 - 1) * u'
```

The single error lists three goals still open when the proof ends. `convert ... using 1` compares the two `HasDerivWithinAt` statements argument by argument, including the implicit ones. It therefore asks for proofs that two additive group structures on ℝ are equal (`e'_4`) and that two module structures are equal (`e'_5`), because the power rule and the statement reach them by different paths. The only goal with any calculus in it is `e'_9`, which equates the two forms of the derivative. `norm_num` works on the first goal only, so it never reached this one, where `↑2` and `2 - 1` still stand unsimplified.

The repair uses `congr_deriv`, which replaces the value of a derivative by an equal one. `refine` now matches the structures on ℝ by unfolding their definitions, so they no longer appear as goals. The one goal left is the equality of the two derivative values, and the unchanged `norm_num` proves it by simplifying the cast and the exponent.

This version goes through:

```diff
@@ -11,5 +11,5 @@
     (h : HasDerivWithinAt u u' s N) :
     HasDerivWithinAt (fun M => u M ^ 2) (2 * u N * u') s N := by
-  convert h.fun_pow 2 using 1
+  refine (h.fun_pow 2).congr_deriv ?_
   norm_num
 
```
